# The correlated-Gaussian integral of f(w·x) reduces to a Gaussian integral over one line

Let $A$ be a real symmetric positive definite $n\times n$ matrix, $w\neq 0$ a vector in $\mathbb R^n$, and $s=w^{T}A^{-1}w$. Then

$$\int_{\mathbb R^n} f(w\cdot x)\,e^{-x^{T}Ax}\,dx=\frac{\pi^{n/2}}{\sqrt{\det A}}\,\frac{1}{\sqrt{\pi s}}\int_{-\infty}^{\infty} f(u)\,e^{-u^2/s}\,du$$

for every real function $f$ for which $f(u)\,e^{-u^2/s}$ is integrable on the line. Bounded continuous functions are included.

Such integrals arise for particles on a line described by explicitly correlated Gaussians. The product of two basis functions centred at the origin is again such a Gaussian, and a pair potential depends on $x_i-x_j$, which is $w\cdot x$ with $w_i=1$, $w_j=-1$ and all other entries of $w$ zero. If the potential meets the integrability condition above, its matrix element is then a single line integral times a known prefactor. A softened Coulomb potential such as $1/\sqrt{u^2+1}$ meets the condition; the bare form $1/|u|$ does not, because of its singularity at $u=0$. In three dimensions the distance between two particles depends on three linear coordinates at once, and the step from one coordinate to three is not taken here.

## The Gaussian and its width

```lean
import Mathlib

open MeasureTheory Matrix
open scoped Real

namespace CorrelatedGaussianReduction

noncomputable section

variable {ι : Type*} [Fintype ι] [DecidableEq ι]
```

The type `ι` is a finite set of labels for the coordinates, and its number of elements, `Fintype.card ι`, is $n$. A configuration $x\in\mathbb R^n$ is a function `ι → ℝ`, which gives one real number for each label.

```lean
/-- The explicitly correlated Gaussian `exp(-xᵀ A x)`. -/
def correlatedGaussian (A : Matrix ι ι ℝ) (x : ι → ℝ) : ℝ :=
  Real.exp (-(x ⬝ᵥ A *ᵥ x))
```

This is $e^{-x^{T}Ax}$. The symbol `*ᵥ` applies a matrix to a vector, and `⬝ᵥ` is the dot product. There is no factor $\tfrac12$ in the exponent and no normalisation.

```lean
/-- The squared width `s = wᵀ A⁻¹ w` of the Gaussian along the coordinate `w · x`, for positive
definite `A`. -/
def width (A : Matrix ι ι ℝ) (w : ι → ℝ) : ℝ := w ⬝ᵥ A⁻¹ *ᵥ w
```

This is $s=w^{T}A^{-1}w$. Despite its name, `width` is a squared length when $w\cdot x$ is a length. With the present exponent, $s$ is twice the variance of $w\cdot x$ in the normalised Gaussian.

```lean
/-- For positive definite `A` and `w ≠ 0` the squared width is positive. -/
theorem width_pos {A : Matrix ι ι ℝ} (hA : A.PosDef) {w : ι → ℝ} (hw : w ≠ 0) :
    0 < width A w := by
  simpa [width] using hA.inv.dotProduct_mulVec_pos hw
```

The hypothesis `A.PosDef` says that $A$ is symmetric and that $x^{T}Ax>0$ for all $x\ne0$. Physically, the Gaussian decays in every direction. If it depends only on relative coordinates, the centre of mass has to be removed first. The inverse of a positive definite matrix is positive definite, so $s>0$.

## Coordinates in which the Gaussian is isotropic

```lean
/-- The matrix whose rows are an orthonormal basis is orthogonal. -/
theorem frame_orthogonal (b : OrthonormalBasis ι ℝ (EuclideanSpace ℝ ι)) :
    (Matrix.of fun i j => (b i).ofLp j) * (Matrix.of fun i j => (b i).ofLp j)ᵀ = 1 := by
  ext i j
  have h : ∑ k, (b i).ofLp k * (b j).ofLp k = if i = j then 1 else 0 := by
    rw [← orthonormal_iff_ite.mp b.orthonormal i j, PiLp.inner_apply]
    exact Finset.sum_congr rfl fun k _ => by simp [mul_comm]
  rw [Matrix.mul_apply, Matrix.one_apply]
  exact h
```

Write the vectors $b_i$ of an orthonormal basis as the rows of a matrix $Q$. The entry $(i,j)$ of $QQ^{T}$ is $b_i\cdot b_j=\delta_{ij}$, so $QQ^{T}=1$. The proof compares the two matrices entry by entry.

```lean
/-- A positive definite exponent matrix factorises as `A = Cᵀ C`. -/
theorem exists_factor {A : Matrix ι ι ℝ} (hA : A.PosDef) :
    ∃ C : Matrix ι ι ℝ, Cᵀ * C = A := by
  let e := hA.isHermitian.eigenvalues
  let Q : Matrix ι ι ℝ := Matrix.of fun i j => (hA.isHermitian.eigenvectorBasis i).ofLp j
  have hQ : Qᵀ * Q = 1 := mul_eq_one_comm.mp (frame_orthogonal _)
  have hAQ : A * Qᵀ = Qᵀ * diagonal e := by
    ext i j
    rw [Matrix.mul_diagonal]
    have h := congrFun (hA.isHermitian.mulVec_eigenvectorBasis j) i
    calc (A * Qᵀ) i j = e j * Q j i := h
      _ = Qᵀ i j * e j := mul_comm _ _
  have hD : diagonal (fun i => √(e i)) * diagonal (fun i => √(e i)) = diagonal e := by
    rw [diagonal_mul_diagonal]
    congr 1
    funext i
    exact Real.mul_self_sqrt (hA.eigenvalues_pos i).le
  refine ⟨diagonal (fun i => √(e i)) * Q, ?_⟩
  calc _ = Qᵀ * (diagonal (fun i => √(e i)) * diagonal (fun i => √(e i))) * Q := by
        rw [transpose_mul, diagonal_transpose]
        simp only [Matrix.mul_assoc]
    _ = A * (Qᵀ * Q) := by rw [hD, ← hAQ, Matrix.mul_assoc]
    _ = A := by rw [hQ, Matrix.mul_one]
```

By hand, take orthonormal eigenvectors of $A$ as the rows of $Q$, and let $D$ be the diagonal matrix of the eigenvalues $e_i>0$. The eigenvalue equations together read $AQ^{T}=Q^{T}D$. With $C=D^{1/2}Q$,

$$C^{T}C=Q^{T}DQ=AQ^{T}Q=A.$$

In the code, `hAQ` is the eigenvalue equation and `hD` says that $D^{1/2}D^{1/2}=D$. The closing `calc` block is the displayed chain. The relation $Q^{T}Q=1$ follows from $QQ^{T}=1$ because $Q$ is square.

```lean
/-- For positive definite `A` and `w ≠ 0` there are linear coordinates `y = B x` in which
`A` becomes the unit matrix and `w · x` is `√s` times a single chosen coordinate. -/
theorem exists_adapted_coordinates {A : Matrix ι ι ℝ} (hA : A.PosDef) {w : ι → ℝ}
    (hw : w ≠ 0) (i₀ : ι) :
    ∃ B : Matrix ι ι ℝ, Bᵀ * B = A ∧ ∀ x, w ⬝ᵥ x = √(width A w) * (B *ᵥ x) i₀ := by
  obtain ⟨C, hC⟩ := exists_factor hA
  have hs := width_pos hA hw
  have hdet : IsUnit C.det := by
    refine isUnit_iff_ne_zero.mpr fun h => hA.det_pos.ne' ?_
    rw [← hC, det_mul, h, mul_zero]
  have hv : width A w = (w ᵥ* C⁻¹) ⬝ᵥ (w ᵥ* C⁻¹) := by
    rw [width, ← hC, Matrix.mul_inv_rev, ← mulVec_mulVec, dotProduct_mulVec,
      ← transpose_nonsing_inv, mulVec_transpose]
  -- `v/√s` with `v = (C⁻¹)ᵀ w` is a unit vector; it is completed to a basis
  have hu : ‖(WithLp.toLp 2 ((√(width A w))⁻¹ • (w ᵥ* C⁻¹)) : EuclideanSpace ℝ ι)‖ = 1 := by
    have hvv : ∑ i, (w ᵥ* C⁻¹) i ^ 2 = width A w := by
      rw [hv]
      exact Finset.sum_congr rfl fun i _ => sq _
    rw [EuclideanSpace.norm_eq, Real.sqrt_eq_one]
    simp only [Real.norm_eq_abs, sq_abs, Pi.smul_apply, smul_eq_mul, mul_pow,
      ← Finset.mul_sum]
    rw [hvv, inv_pow, Real.sq_sqrt hs.le, inv_mul_cancel₀ hs.ne']
  have hon : Orthonormal ℝ (({i₀} : Set ι).domRestrict fun _ =>
      (WithLp.toLp 2 ((√(width A w))⁻¹ • (w ᵥ* C⁻¹)) : EuclideanSpace ℝ ι)) :=
    ⟨fun _ => hu, fun i j hij => (hij (Subsingleton.elim i j)).elim⟩
  obtain ⟨b, hb⟩ := hon.exists_orthonormalBasis_extension_of_card_eq (by simp)
  let Q : Matrix ι ι ℝ := Matrix.of fun i j => (b i).ofLp j
  have hQ : Qᵀ * Q = 1 := mul_eq_one_comm.mp (frame_orthogonal b)
  have hrow : Q i₀ = (√(width A w))⁻¹ • (w ᵥ* C⁻¹) :=
    congrArg WithLp.ofLp (hb i₀ (Set.mem_singleton _))
  refine ⟨Q * C, ?_, fun x => ?_⟩
  · calc (Q * C)ᵀ * (Q * C) = Cᵀ * (Qᵀ * Q) * C := by
          rw [transpose_mul]
          simp only [Matrix.mul_assoc]
      _ = A := by rw [hQ, Matrix.mul_one, hC]
  · have h : (Q *ᵥ (C *ᵥ x)) i₀ = (√(width A w))⁻¹ * (w ⬝ᵥ x) := by
      change Q i₀ ⬝ᵥ (C *ᵥ x) = _
      rw [hrow, smul_dotProduct, dotProduct_mulVec, vecMul_vecMul, nonsing_inv_mul C hdet,
        vecMul_one, smul_eq_mul]
    rw [← mulVec_mulVec, h, mul_inv_cancel_left₀ (Real.sqrt_pos.mpr hs).ne']
```

The theorem provides a matrix $B$ with $B^{T}B=A$ and $w\cdot x=\sqrt s\,(Bx)_{i_0}$ for all $x$, where $i_0$ is any chosen label.

Start from $C^{T}C=A$. Since $(\det C)^2=\det A>0$, $C$ is invertible. Put $v=(C^{-1})^{T}w$, which the code writes as the row vector `w ᵥ* C⁻¹`. Then

$$w\cdot x=v\cdot(Cx),\qquad v\cdot v=w^{T}C^{-1}(C^{-1})^{T}w=w^{T}A^{-1}w=s.$$

So $v/\sqrt s$ is a unit vector. Complete it to an orthonormal basis, with $v/\sqrt s$ in position $i_0$, and let $Q$ now be the matrix with these basis vectors as rows. Set $B=QC$. Then $B^{T}B=C^{T}Q^{T}QC=A$, and

$$(Bx)_{i_0}=\frac{v}{\sqrt s}\cdot(Cx)=\frac{w\cdot x}{\sqrt s}.$$

The step `hv` computes $v\cdot v=s$, and `hu` gives the unit length. The basis `b` is the completion, and `hrow` records that row $i_0$ of $Q$ is $v/\sqrt s$. The two bullets at the end check the two properties of $B$.

## The volume factor and the separate Gaussian integrals

```lean
/-- Linear change of variables `y = B x` with `det B ≠ 0`: integrability is kept and the
integral is divided by `|det B|`. -/
theorem integral_comp_mulVec {B : Matrix ι ι ℝ} (hB : B.det ≠ 0) (G : (ι → ℝ) → ℝ) :
    (Integrable G → Integrable fun x => G (B *ᵥ x)) ∧
      ∫ x, G (B *ᵥ x) = |B.det|⁻¹ * ∫ y, G y := by
  have hinj : Function.Injective (Matrix.toLin' B) := fun x y h => by
    have h' : B⁻¹ *ᵥ (B *ᵥ x) = B⁻¹ *ᵥ (B *ᵥ y) := congrArg (fun z => B⁻¹ *ᵥ z) h
    rwa [mulVec_mulVec, mulVec_mulVec, nonsing_inv_mul B (isUnit_iff_ne_zero.mpr hB),
      one_mulVec, one_mulVec] at h'
  have hemb : MeasurableEmbedding (Matrix.toLin' B) :=
    (LinearMap.continuous_of_finiteDimensional _).measurableEmbedding hinj
  have hmap := Real.map_matrix_volume_pi_eq_smul_volume_pi hB
  constructor
  · intro hG
    refine hemb.integrable_map_iff.mp ?_
    rw [hmap]
    exact hG.smul_measure ENNReal.ofReal_ne_top
  · have h := hemb.integral_map (μ := volume) G
    rw [hmap, integral_smul_measure, ENNReal.toReal_ofReal (abs_nonneg _), abs_inv,
      smul_eq_mul] at h
    exact h.symm
```

For $y=Bx$ with $\det B\neq0$ the volume element is $dx=dy/|\det B|$, hence

$$\int G(Bx)\,dx=\frac{1}{|\det B|}\int G(y)\,dy.$$

The statement also says that $G(Bx)$ is integrable if $G$ is. Lean assigns the value $0$ to the integral of a non-integrable function, so the equation needs no condition on $G$, and integrability is worth stating separately. In the proof, `hinj` shows that $x\mapsto Bx$ is one-to-one, and `hmap` is the known effect of this map on volume.

```lean
/-- For the isotropic Gaussian and a function `g` of one coordinate, integrable against
`exp(-t²)`, every other coordinate contributes a factor `√π`. -/
theorem integral_isotropic (i₀ : ι) {g : ℝ → ℝ}
    (hg : Integrable fun t => g t * Real.exp (-t ^ 2)) :
    Integrable (fun y : ι → ℝ => g (y i₀) * Real.exp (-(y ⬝ᵥ y))) ∧
      ∫ y : ι → ℝ, g (y i₀) * Real.exp (-(y ⬝ᵥ y)) =
        √π ^ Fintype.card ι / √π * ∫ t, g t * Real.exp (-t ^ 2) := by
  have hprod : ∀ y : ι → ℝ, g (y i₀) * Real.exp (-(y ⬝ᵥ y)) =
      ∏ i, ((if i = i₀ then g (y i) else 1) * Real.exp (-(y i) ^ 2)) := fun y => by
    rw [Finset.prod_mul_distrib, ← Real.exp_sum, Finset.sum_neg_distrib]
    simp [dotProduct, sq]
  have hG : Integrable fun t : ℝ => Real.exp (-t ^ 2) := by
    simpa using integrable_exp_neg_mul_sq (b := 1) one_pos
  have hI : ∫ t : ℝ, Real.exp (-t ^ 2) = √π := by simpa using integral_gaussian 1
  have hπ : √π ≠ 0 := (Real.sqrt_pos.mpr Real.pi_pos).ne'
  simp only [hprod]
  constructor
  · refine Integrable.fintype_prod
      (f := fun i t => (if i = i₀ then g t else 1) * Real.exp (-t ^ 2)) fun i => ?_
    by_cases h : i = i₀
    · simpa only [if_pos h] using hg
    · simpa only [if_neg h, one_mul] using hG
  · have hfac : ∀ i, ∫ t : ℝ, (if i = i₀ then g t else 1) * Real.exp (-t ^ 2) =
        (if i = i₀ then (∫ t, g t * Real.exp (-t ^ 2)) / √π else 1) * √π := fun i => by
      by_cases h : i = i₀
      · simp only [if_pos h]
        rw [div_mul_cancel₀ _ hπ]
      · simp only [if_neg h, one_mul]
        exact hI
    refine (integral_fintype_prod_volume_eq_prod
      (f := fun i t => (if i = i₀ then g t else 1) * Real.exp (-t ^ 2))).trans ?_
    refine (Finset.prod_congr rfl fun i _ => hfac i).trans ?_
    rw [Finset.prod_mul_distrib, Finset.prod_ite_eq', if_pos (Finset.mem_univ _),
      Finset.prod_const, Finset.card_univ]
    ring
```

Here the exponent is $-y\cdot y$, and $g$ depends on the one coordinate $y_{i_0}$. The integrand is a product over coordinates:

$$g(y_{i_0})\,e^{-y\cdot y}=g(y_{i_0})\,e^{-y_{i_0}^2}\prod_{i\ne i_0}e^{-y_i^2}.$$

Each of the $n-1$ other coordinates integrates to $\sqrt\pi$, so the result is $\pi^{(n-1)/2}\int g(t)\,e^{-t^2}dt$. Lean writes the prefactor as $(\sqrt\pi)^n/\sqrt\pi$.

The step `hprod` is the factorisation, with an `if` that puts $g$ into the factor $i_0$ only. In `hfac` the special factor is written as $\left(\int g\,e^{-t^2}dt/\sqrt\pi\right)\sqrt\pi$, so that every coordinate shows the same $\sqrt\pi$ and the product can be collected.

## The reduction

```lean
/-- Reduction to a line integral: for positive definite `A`, `w ≠ 0` and `f` integrable
against `exp(-u²/s)`, the function `f(w · x) exp(-xᵀ A x)` is integrable, and its integral is
`π^(n/2) det(A)^(-1/2) (π s)^(-1/2)` times the line integral of `f(u) exp(-u²/s)`. -/
theorem integral_reduction {A : Matrix ι ι ℝ} (hA : A.PosDef) {w : ι → ℝ} (hw : w ≠ 0)
    {f : ℝ → ℝ} (hf : Integrable fun u => f u * Real.exp (-u ^ 2 / width A w)) :
    Integrable (fun x => f (w ⬝ᵥ x) * correlatedGaussian A x) ∧
      ∫ x, f (w ⬝ᵥ x) * correlatedGaussian A x =
        √π ^ Fintype.card ι / √A.det / √(π * width A w) *
          ∫ u, f u * Real.exp (-u ^ 2 / width A w) := by
  obtain ⟨i₀, _⟩ := Function.ne_iff.mp hw
  obtain ⟨B, hBA, hBw⟩ := exists_adapted_coordinates hA hw i₀
  have hs := width_pos hA hw
  have hr0 := Real.sqrt_pos.mpr hs
  have hr2 := Real.sq_sqrt hs.le
  set r := √(width A w) with hr
  have hdet : A.det = B.det ^ 2 := by rw [← hBA, det_mul, det_transpose, sq]
  have hB : B.det ≠ 0 := fun h => hA.det_pos.ne' (by rw [hdet, h]; norm_num)
  -- rescaling of the distinguished coordinate
  have hscale : ∀ t, f (r * t) * Real.exp (-t ^ 2) =
      f (r * t) * Real.exp (-(r * t) ^ 2 / width A w) := fun t => by
    rw [mul_pow, hr2, neg_div, mul_div_cancel_left₀ _ hs.ne']
  have hJ := Measure.integral_comp_mul_left
    (fun u => f u * Real.exp (-u ^ 2 / width A w)) r
  rw [abs_of_pos (inv_pos.mpr hr0), smul_eq_mul] at hJ
  have hint := (integral_congr_ae (ae_of_all volume hscale)).trans hJ
  -- the integrand in adapted coordinates
  have hpt : ∀ x, f (w ⬝ᵥ x) * correlatedGaussian A x =
      (fun y : ι → ℝ => f (r * y i₀) * Real.exp (-(y ⬝ᵥ y))) (B *ᵥ x) := fun x => by
    have hq : x ⬝ᵥ A *ᵥ x = (B *ᵥ x) ⬝ᵥ (B *ᵥ x) := by
      rw [← hBA, ← mulVec_mulVec, dotProduct_mulVec, vecMul_transpose]
    simp only [correlatedGaussian, hq, hBw x]
  obtain ⟨h1, h2⟩ := integral_isotropic i₀ (g := fun t => f (r * t))
    ((hf.comp_mul_left' hr0.ne').congr (ae_of_all _ fun t => (hscale t).symm))
  obtain ⟨h3, h4⟩ := integral_comp_mulVec hB
    (fun y : ι → ℝ => f (r * y i₀) * Real.exp (-(y ⬝ᵥ y)))
  refine ⟨(h3 h1).congr (ae_of_all _ fun x => (hpt x).symm), ?_⟩
  refine ((integral_congr_ae (ae_of_all _ hpt)).trans h4).trans ?_
  refine (congrArg (fun z => |B.det|⁻¹ * z) (h2.trans
    (congrArg (fun z => √π ^ Fintype.card ι / √π * z) hint))).trans ?_
  rw [hdet, Real.sqrt_sq_eq_abs, Real.sqrt_mul Real.pi_pos.le, ← hr]
  ring
```

The hypothesis `hf` is integrability of $f(u)\,e^{-u^2/s}$ on the line. The conclusion has two parts joined by `∧`: the $n$-dimensional integrand is integrable, and its integral has the stated value. In Lean, `-u ^ 2` means $-(u^2)$.

By hand, take $B$ as above and set $y=Bx$. Then

$$x^{T}Ax=x^{T}B^{T}Bx=y\cdot y,\qquad w\cdot x=\sqrt s\,y_{i_0},\qquad |\det B|=\sqrt{\det A}.$$

The change of variables and the isotropic integral give

$$\int f(w\cdot x)\,e^{-x^{T}Ax}dx=\frac{\pi^{(n-1)/2}}{\sqrt{\det A}}\int f(\sqrt s\,t)\,e^{-t^2}dt.$$

Now substitute $u=\sqrt s\,t$, so that $t^2=u^2/s$ and $dt=du/\sqrt s$:

$$\int f(\sqrt s\,t)\,e^{-t^2}dt=\frac1{\sqrt s}\int f(u)\,e^{-u^2/s}du.$$

The factors combine to $\pi^{n/2}(\det A)^{-1/2}(\pi s)^{-1/2}$.

In the proof, `r` is $\sqrt s$. The steps `hscale`, `hJ` and `hint` carry out the substitution $u=rt$, and `hpt` rewrites the integrand in terms of $y=Bx$. The results `h1` and `h2` come from the isotropic integral, `h3` and `h4` from the change of variables. The last lines chain these equalities, and `ring` collects the constants. The label `i₀` is taken from $w\neq0$, which guarantees that there is at least one coordinate.

```lean
/-- The reduction holds for every bounded continuous `f`, with `A` positive definite and
`w ≠ 0`. -/
theorem integral_reduction_bounded {A : Matrix ι ι ℝ} (hA : A.PosDef) {w : ι → ℝ}
    (hw : w ≠ 0) {f : ℝ → ℝ} (hf : Continuous f) {M : ℝ} (hM : ∀ u, |f u| ≤ M) :
    ∫ x, f (w ⬝ᵥ x) * correlatedGaussian A x =
      √π ^ Fintype.card ι / √A.det / √(π * width A w) *
        ∫ u, f u * Real.exp (-u ^ 2 / width A w) := by
  have hG : Integrable fun u : ℝ => Real.exp (-u ^ 2 / width A w) := by
    refine (integrable_exp_neg_mul_sq (inv_pos.mpr (width_pos hA hw))).congr
      (ae_of_all _ fun u => congrArg Real.exp ?_)
    ring
  refine (integral_reduction hA hw ((hG.const_mul M).mono'
    (by fun_prop : Continuous _).aestronglyMeasurable (ae_of_all _ fun u => ?_))).2
  rw [Real.norm_eq_abs, abs_mul, Real.abs_exp]
  exact mul_le_mul_of_nonneg_right (hM u) (Real.exp_pos _).le

end

end CorrelatedGaussianReduction
```

If $f$ is continuous and $|f(u)|\le M$ for all $u$, then

$$\left|f(u)\,e^{-u^2/s}\right|\le M\,e^{-u^2/s}.$$

The right-hand side is integrable because $s>0$; this is `hG` multiplied by $M$. Continuity makes the left-hand function measurable, so it is integrable too, and the previous theorem applies. The final `.2` selects the second part of its conclusion, the value of the integral.

```lean
#print axioms CorrelatedGaussianReduction.integral_reduction
#print axioms CorrelatedGaussianReduction.integral_reduction_bounded
```

```
'CorrelatedGaussianReduction.integral_reduction' depends on axioms: [propext, Classical.choice, Quot.sound]
'CorrelatedGaussianReduction.integral_reduction_bounded' depends on axioms: [propext, Classical.choice, Quot.sound]
```

## A single coordinate

For $n=1$, let $A$ have the single entry $a>0$ and $w$ the single entry $c\neq0$. Then $s=c^2/a$, and the prefactor is

$$\frac{\sqrt\pi}{\sqrt a}\,\frac{1}{\sqrt{\pi c^2/a}}=\frac1{|c|}.$$

The formula becomes

$$\int f(cx)\,e^{-ax^2}dx=\frac1{|c|}\int f(u)\,e^{-au^2/c^2}du,$$

which is the ordinary substitution $u=cx$.
